# With real symmetric, nonpositive hopping on a finite lattice, every strictly positive one-particle density is a ground-state density

Which states and potentials should count when we call a lattice density "ground-state representable"? I would admit any real on-site potential, and any normalised real eigenvector whose energy bounds the quadratic form from below, degenerate or not. For one particle with a real symmetric hopping matrix $T$ whose off-diagonal entries are nonpositive, every strictly positive density of total weight one should then be representable: take its square root as the orbital and solve for the potential. Can this be proved in full and checked in Lean, and is the potential unique up to a constant?

## Inverting the eigenvalue equation of $\sqrt{\rho}$

Yes to both. Let $\rho$ be the density, $\varphi_i=\sqrt{\rho_i}>0$, and define
$$w_i=-\frac{(T\varphi)_i}{\varphi_i},\qquad H=T+\mathrm{diag}(w).$$
Then $(H\varphi)_i=(T\varphi)_i+w_i\varphi_i=0$, so $\varphi$ has energy zero.

To see that no energy is lower, write any real vector as $x_i=y_i\varphi_i$. Since $w_i\varphi_i^2=-\sum_j T_{ij}\varphi_i\varphi_j$,
$$x\cdot Hx=\sum_{ij}T_{ij}\varphi_i\varphi_j\,(y_iy_j-y_i^2).$$
Because $T$ is symmetric, exchanging $i$ and $j$ and averaging gives
$$x\cdot Hx=-\tfrac12\sum_{ij}T_{ij}\varphi_i\varphi_j\,(y_i-y_j)^2\ge 0.$$
The diagonal terms vanish and the others are nonnegative after the minus sign. Hence $\varphi$ is a ground state, with density $\rho$.

For uniqueness, let $\psi$ be a ground state of $T+\mathrm{diag}(v)$ with energy $E$ and $\psi_i^2=\varphi_i^2$. Multiply its eigenvalue equation by $\psi_i$, that of $\varphi$ by $\varphi_i$, and subtract:
$$(v_i-w_i-E)\varphi_i^2=\sum_j T_{ij}(\varphi_i\varphi_j-\psi_i\psi_j)\le 0,$$
because $\psi_i\psi_j\le\varphi_i\varphi_j$, with equality for $i=j$. Summed over $i$, the left side is $\varphi\cdot(T+\mathrm{diag}(v))\varphi-E\,\varphi\cdot\varphi$, which is nonnegative by the variational bound. So every term is zero, and $v_i=w_i+E$.

As an example, take two sites, 0 and 1, with $T_{01}=T_{10}=-1$, zero diagonal and $\rho=(4/5,1/5)$. Then $\varphi=(2,1)/\sqrt5$, $T\varphi=(-1,-2)/\sqrt5$ and $w=(1/2,2)$. The matrix $H$ has determinant $0$ and trace $5/2$, hence eigenvalues $0$ and $5/2$.

Here is the Lean file.

```lean
import Mathlib

open Matrix

namespace OneOrbitalInversion

noncomputable section

variable {n : Type*} [Fintype n] [DecidableEq n]

/-- The one-particle Kohn-Sham Hamiltonian: hopping matrix `T` plus a local potential `v`. -/
def ksHam (T : Matrix n n ℝ) (v : n → ℝ) : Matrix n n ℝ := T + diagonal v

/-- The inverted potential `v_i = -(T φ)_i / φ_i` of an orbital `φ` without zeros. -/
def invPot (T : Matrix n n ℝ) (φ : n → ℝ) (i : n) : ℝ := -(T *ᵥ φ) i / φ i

/-- `ψ` is a normalised real eigenvector of `H` with eigenvalue `E`, and `E` bounds the
energy of every real vector from below. -/
def IsGroundState (H : Matrix n n ℝ) (E : ℝ) (ψ : n → ℝ) : Prop :=
  ψ ⬝ᵥ ψ = 1 ∧ H *ᵥ ψ = E • ψ ∧ ∀ x : n → ℝ, E * (x ⬝ᵥ x) ≤ x ⬝ᵥ (H *ᵥ x)

/-- The density `ρ` is that of a real one-particle ground state in some local potential. -/
def Representable (T : Matrix n n ℝ) (ρ : n → ℝ) : Prop :=
  ∃ (v : n → ℝ) (E : ℝ) (ψ : n → ℝ), IsGroundState (ksHam T v) E ψ ∧ ∀ i, ψ i ^ 2 = ρ i

/-- The Hamiltonian acts at a site by hopping from all sites plus the local potential. -/
lemma ksHam_mulVec (T : Matrix n n ℝ) (v x : n → ℝ) (i : n) :
    (ksHam T v *ᵥ x) i = ∑ j, T i j * x j + v i * x i := by
  rw [ksHam, Matrix.add_mulVec, Pi.add_apply, Matrix.mulVec_diagonal]
  rfl

omit [DecidableEq n] in
/-- Where the orbital does not vanish, the inverted potential balances the hopping term. -/
lemma invPot_mul (T : Matrix n n ℝ) (φ : n → ℝ) (i : n) (h : φ i ≠ 0) :
    invPot T φ i * φ i = -∑ j, T i j * φ j := by
  unfold invPot
  rw [div_mul_cancel₀ _ h]
  rfl

/-- An orbital without zeros is a zero-energy solution in its inverted potential. -/
theorem inversion_zero_mode (T : Matrix n n ℝ) (φ : n → ℝ) (hφ : ∀ i, φ i ≠ 0) :
    ksHam T (invPot T φ) *ᵥ φ = 0 := by
  funext i
  show (ksHam T (invPot T φ) *ᵥ φ) i = 0
  rw [ksHam_mulVec]
  linarith [invPot_mul T φ i (hφ i)]

/-- For symmetric `T` and an orbital `φ` without zeros, the energy of `x` in the inverted
potential is a weighted sum of squared differences of the ratio `x / φ`. -/
theorem energy_eq_sum_sq {T : Matrix n n ℝ} (hT : T.IsSymm) {φ : n → ℝ}
    (hφ : ∀ i, φ i ≠ 0) (x : n → ℝ) :
    x ⬝ᵥ (ksHam T (invPot T φ) *ᵥ x) =
      -(1 / 2) * ∑ i, ∑ j, T i j * φ i * φ j * (x i / φ i - x j / φ j) ^ 2 := by
  -- write x = y φ
  obtain ⟨y, hy⟩ : ∃ y : n → ℝ, ∀ i, x i = y i * φ i :=
    ⟨fun i => x i / φ i, fun i => (div_mul_cancel₀ _ (hφ i)).symm⟩
  have hq : ∀ i, x i / φ i = y i := fun i => by
    rw [hy i, mul_div_cancel_right₀ _ (hφ i)]
  have hL : x ⬝ᵥ (ksHam T (invPot T φ) *ᵥ x) =
      ∑ i, ∑ j, T i j * φ i * φ j * (y i * y j)
        - ∑ i, ∑ j, T i j * φ i * φ j * y i ^ 2 := by
    rw [dotProduct, ← Finset.sum_sub_distrib]
    refine Finset.sum_congr rfl fun i _ => ?_
    have h1 : ∑ j, T i j * φ i * φ j * (y i * y j) = x i * ∑ j, T i j * x j := by
      rw [Finset.mul_sum]
      refine Finset.sum_congr rfl fun j _ => ?_
      rw [hy i, hy j]
      ring
    have h2 : ∑ j, T i j * φ i * φ j * y i ^ 2 = y i ^ 2 * φ i * ∑ j, T i j * φ j := by
      rw [Finset.mul_sum]
      refine Finset.sum_congr rfl fun j _ => ?_
      ring
    rw [ksHam_mulVec, h1, h2, hy i]
    linear_combination y i ^ 2 * φ i * invPot_mul T φ i (hφ i)
  -- symmetry of T exchanges the two square terms
  have hs : ∑ i, ∑ j, T i j * φ i * φ j * y j ^ 2 =
      ∑ i, ∑ j, T i j * φ i * φ j * y i ^ 2 := by
    rw [Finset.sum_comm]
    refine Finset.sum_congr rfl fun i _ => Finset.sum_congr rfl fun j _ => ?_
    rw [hT.apply i j]
    ring
  have hR : ∑ i, ∑ j, T i j * φ i * φ j * (y i - y j) ^ 2 =
      ∑ i, ∑ j, T i j * φ i * φ j * y i ^ 2 + ∑ i, ∑ j, T i j * φ i * φ j * y j ^ 2
        - 2 * ∑ i, ∑ j, T i j * φ i * φ j * (y i * y j) := by
    simp only [Finset.mul_sum, ← Finset.sum_add_distrib, ← Finset.sum_sub_distrib]
    refine Finset.sum_congr rfl fun i _ => Finset.sum_congr rfl fun j _ => ?_
    ring
  rw [hL]
  simp only [hq]
  rw [hR, hs]
  ring

/-- For symmetric `T` with nonpositive off-diagonal entries and a strictly positive orbital,
the Hamiltonian with the inverted potential is positive semidefinite. -/
theorem inversion_nonneg {T : Matrix n n ℝ} (hT : T.IsSymm)
    (hoff : ∀ i j, i ≠ j → T i j ≤ 0) {φ : n → ℝ} (hφ : ∀ i, 0 < φ i) (x : n → ℝ) :
    0 ≤ x ⬝ᵥ (ksHam T (invPot T φ) *ᵥ x) := by
  rw [energy_eq_sum_sq hT (fun i => (hφ i).ne') x]
  -- each term of the sum of squares is nonpositive
  have h : ∑ i, ∑ j, T i j * φ i * φ j * (x i / φ i - x j / φ j) ^ 2 ≤ 0 := by
    refine Finset.sum_nonpos fun i _ => Finset.sum_nonpos fun j _ => ?_
    by_cases hij : i = j
    · subst hij
      simp
    · have p : 0 ≤ φ i * φ j * (x i / φ i - x j / φ j) ^ 2 :=
        mul_nonneg (mul_pos (hφ i) (hφ j)).le (sq_nonneg _)
      nlinarith [mul_nonneg (neg_nonneg.2 (hoff i j hij)) p]
  linarith

/-- For symmetric `T` with nonpositive off-diagonal entries, every strictly positive density
of total weight one is the density of a one-particle ground state. -/
theorem positive_density_representable {T : Matrix n n ℝ} (hT : T.IsSymm)
    (hoff : ∀ i j, i ≠ j → T i j ≤ 0) {ρ : n → ℝ} (hρ : ∀ i, 0 < ρ i)
    (hsum : ∑ i, ρ i = 1) : Representable T ρ := by
  have hφ : ∀ i, 0 < √(ρ i) := fun i => Real.sqrt_pos.2 (hρ i)
  refine ⟨invPot T fun i => √(ρ i), 0, fun i => √(ρ i), ⟨?_, ?_, fun x => ?_⟩,
    fun i => Real.sq_sqrt (hρ i).le⟩
  · rw [← hsum]
    exact Finset.sum_congr rfl fun i _ => Real.mul_self_sqrt (hρ i).le
  · rw [zero_smul]
    exact inversion_zero_mode T _ fun i => (hφ i).ne'
  · rw [zero_mul]
    exact inversion_nonneg hT hoff hφ x

/-- With nonpositive off-diagonal hopping, any potential with a real ground state of density
`φ²`, `φ` strictly positive, is the inverted potential of `φ` shifted by the energy. -/
theorem potential_eq_invPot {T : Matrix n n ℝ} (hoff : ∀ i j, i ≠ j → T i j ≤ 0)
    {φ ψ v : n → ℝ} {E : ℝ} (hφ : ∀ i, 0 < φ i) (h : IsGroundState (ksHam T v) E ψ)
    (hρ : ∀ i, ψ i ^ 2 = φ i ^ 2) (i : n) : v i = invPot T φ i + E := by
  have hw := fun i => invPot_mul T φ i (hφ i).ne'
  -- site by site, removing the signs of ψ can only lower the hopping energy
  have hle : ∀ i, (v i - invPot T φ i - E) * φ i ^ 2 ≤ 0 := by
    intro i
    have eig := congrFun h.2.1 i
    rw [ksHam_mulVec, Pi.smul_apply, smul_eq_mul] at eig
    have cmp : φ i * ∑ j, T i j * φ j ≤ ψ i * ∑ j, T i j * ψ j := by
      rw [Finset.mul_sum, Finset.mul_sum]
      refine Finset.sum_le_sum fun j _ => ?_
      by_cases hij : i = j
      · subst hij
        exact le_of_eq (by linear_combination (-T i i) * hρ i)
      · have hp : ψ i * ψ j ≤ φ i * φ j := by
          refine (le_abs_self _).trans (abs_le_of_sq_le_sq ?_ (mul_pos (hφ i) (hφ j)).le)
          rw [mul_pow, mul_pow, hρ i, hρ j]
        nlinarith [mul_nonneg (neg_nonneg.2 (hoff i j hij)) (sub_nonneg.2 hp)]
    have e : (v i - invPot T φ i - E) * φ i ^ 2 =
        φ i * ∑ j, T i j * φ j - ψ i * ∑ j, T i j * ψ j := by
      linear_combination ψ i * eig - φ i * hw i - (v i - E) * hρ i
    linarith
  -- the variational bound at φ gives the opposite inequality for the sum
  have hs : φ ⬝ᵥ (ksHam T v *ᵥ φ) - E * (φ ⬝ᵥ φ) =
      ∑ i, (v i - invPot T φ i - E) * φ i ^ 2 := by
    rw [dotProduct, dotProduct, Finset.mul_sum, ← Finset.sum_sub_distrib]
    refine Finset.sum_congr rfl fun i _ => ?_
    rw [ksHam_mulVec]
    linear_combination φ i * hw i
  have hz : ∑ i, (v i - invPot T φ i - E) * φ i ^ 2 = 0 :=
    le_antisymm (Finset.sum_nonpos fun i _ => hle i) (by linarith [h.2.2 φ])
  have hi := (Finset.sum_eq_zero_iff_of_nonpos fun i _ => hle i).1 hz i (Finset.mem_univ i)
  rcases mul_eq_zero.1 hi with h0 | h0
  · linarith
  · exact absurd h0 (pow_ne_zero 2 (hφ i).ne')

/-- On two sites with hopping entries `-1` and zero diagonal, the density `(1, 0)` is not
representable. -/
theorem empty_site_not_representable :
    ¬ Representable (!![0, -1; -1, 0] : Matrix (Fin 2) (Fin 2) ℝ) ![1, 0] := by
  rintro ⟨v, E, ψ, ⟨_, h, _⟩, hd⟩
  have h1 : ψ 1 = 0 := by simpa using hd 1
  -- the eigenvalue equation at the empty site forces the other amplitude to vanish
  have e := congrFun h 1
  rw [ksHam_mulVec] at e
  have h0 : ψ 0 = 0 := by simpa [Fin.sum_univ_two, h1] using e
  have h2 := hd 0
  simp [h0] at h2

end

end OneOrbitalInversion
```

```lean
#print axioms OneOrbitalInversion.positive_density_representable
#print axioms OneOrbitalInversion.potential_eq_invPot
#print axioms OneOrbitalInversion.empty_site_not_representable
```

```
'OneOrbitalInversion.positive_density_representable' depends on axioms: [propext, Classical.choice, Quot.sound]
'OneOrbitalInversion.potential_eq_invPot' depends on axioms: [propext, Classical.choice, Quot.sound]
'OneOrbitalInversion.empty_site_not_representable' depends on axioms: [propext, Classical.choice, Quot.sound]
```

The finite type `n` labels the sites, `ksHam T v` is $T+\mathrm{diag}(v)$, and `invPot T φ` is $w$. `IsGroundState` and `Representable` encode your definitions. The hypothesis `hoff` says that hopping favours equal signs on linked sites, so a positive orbital is unfrustrated; the diagonal of $T$ is free. The model has one particle, finitely many sites and real amplitudes, without interactions or magnetic phases. Uniqueness concerns the potential, not the ground state, and `potential_eq_invPot` does not even need $T$ symmetric.

`ksHam_mulVec` and `invPot_mul` supply the site equations, which `inversion_zero_mode` adds. In `energy_eq_sum_sq`, `hL` is the first double sum above, `hs` exchanges the indices by `Finset.sum_comm`, and `hR` expands the square. `inversion_nonneg` treats diagonal and off-diagonal terms separately, and `positive_density_representable` supplies $w$, energy $0$ and $\sqrt\rho$.

In `potential_eq_invPot`, `cmp` compares the hopping terms, `hle` is the sitewise inequality, and `hs` with the variational bound gives `hz`: the sum is zero. A zero sum of nonpositive terms has only zero terms.

Strict positivity can't be relaxed to nonnegativity: `empty_site_not_representable` refutes this for $\rho=(1,0)$ on the same two sites. The eigenvalue equation at the empty site 1 reads $-\psi_0=0$, against $\psi_0^2=1$.

In a lattice Kohn-Sham code, this formula can serve as the inversion step for a two-electron spin singlet with one doubly occupied, non-interacting orbital: halve the electron density, take the root $\varphi$, apply $T$, divide by $\varphi$ site by site and reverse the sign. The division amplifies errors where the density is small. The sign condition holds for the usual second-order finite-difference kinetic energy, but the fourth-order stencil has positive second-neighbour entries, so there the lowest eigenvalue should be checked after inversion.
